# Discrete Feynman–Kac path sums and their growth rate for positive symmetric hopping

An $n$-step path is represented by the $n$ points visited after a fixed start $x_0$, as a function `x : Fin n → ι` on a finite configuration space `ι`. Prepending the start gives $p_0=x_0$ and $p_{k+1}=$ `x k`. Time is discrete and the imaginary-time step $\tau$ stays fixed, so the continuum Feynman–Kac formula and the time-step error are not treated.

In Lean 4 with Mathlib:

```lean
import Mathlib

open Matrix Filter Topology

namespace DiscreteFeynmanKac

noncomputable section

variable {ι : Type*} [Fintype ι] [DecidableEq ι]
```

Let $V$ be a real potential and $W_\tau$ the diagonal matrix with entries $e^{-\tau V_i}$.

```lean
/-- The diagonal matrix of Boltzmann factors `exp (-τ V i)`. -/
def weight (τ : ℝ) (V : ι → ℝ) : Matrix ι ι ℝ :=
  Matrix.diagonal fun i => Real.exp (-τ * V i)
```

For a real hopping matrix $P$, the symmetrised step is $T=W_{\tau/2}PW_{\tau/2}$.

```lean
/-- The symmetrised imaginary-time step `W^(1/2) P W^(1/2)`. -/
def symTransfer (P : Matrix ι ι ℝ) (V : ι → ℝ) (τ : ℝ) : Matrix ι ι ℝ :=
  weight (τ / 2) V * P * weight (τ / 2) V
```

Eigenvalues are real numbers with a nonzero real eigenvector; "greatest" means `IsGreatest` on this set.

```lean
/-- The set of real eigenvalues of a matrix. -/
def eigenvalueSet (S : Matrix ι ι ℝ) : Set ℝ :=
  {μ | ∃ v : ι → ℝ, v ≠ 0 ∧ S *ᵥ v = μ • v}
```

The path sum $Z_n(x_0)$ adds $\prod_{k=0}^{n-1}P(p_k,p_{k+1})\,e^{-\tau V(p_{k+1})}$ over all paths. The start carries no Boltzmann factor.

```lean
/-- The sum over all `n`-step paths from `x0` of the product of hopping elements and
Boltzmann factors collected at each arrival. -/
def pathSum (P : Matrix ι ι ℝ) (V : ι → ℝ) (τ : ℝ) (n : ℕ) (x0 : ι) : ℝ :=
  ∑ x : Fin n → ι, ∏ k : Fin n,
    P ((Fin.cons x0 x : Fin (n + 1) → ι) k.castSucc) (x k) * Real.exp (-τ * V (x k))
```

The matrix $S$ in (e) and the hopping matrix $P$ from (f) on are symmetric with positive entries. For $P$ this means that every configuration can be reached from every other, and from itself, in one step, which excludes nearest-neighbour hopping on a large lattice. Row sums equal to one, which make $P$ a matrix of probabilities, are needed only in (h).

**(a)** Show that $W_{\tau/2}^2=W_\tau$.

Diagonal entries multiply: $e^{-\tau V_i/2}\,e^{-\tau V_i/2}=e^{-\tau V_i}$.

```lean
/-- Two half-steps of the potential make one full step. -/
theorem weight_half_sq (τ : ℝ) (V : ι → ℝ) :
    weight (τ / 2) V * weight (τ / 2) V = weight τ V := by
  have h : ∀ i, Real.exp (-(τ / 2) * V i) * Real.exp (-(τ / 2) * V i)
      = Real.exp (-τ * V i) := fun i => by
    rw [← Real.exp_add]
    congr 1
    ring
  simp only [weight, Matrix.diagonal_mul_diagonal, h]
```

**(b)** Show that $(PW_\tau)_{ij}=P_{ij}e^{-\tau V_j}$.

In $\sum_k P_{ik}(W_\tau)_{kj}$ only $k=j$ survives.

```lean
/-- An element of `P W` is a hop times the Boltzmann factor at the arrival point. -/
theorem transfer_apply (P : Matrix ι ι ℝ) (V : ι → ℝ) (τ : ℝ) (i j : ι) :
    (P * weight τ V) i j = P i j * Real.exp (-τ * V j) := by
  rw [weight, Matrix.mul_diagonal]
```

**(c)** Show that
$$Z_{n+1}(x_0)=\sum_y P(x_0,y)\,e^{-\tau V(y)}Z_n(y).$$

A path of $n+1$ steps is a first point $y$ followed by an $n$-step path from $y$; `Fin.consEquiv` is this bijection. The factor $k=0$ is $P(x_0,y)e^{-\tau V(y)}$, and the others sum to $Z_n(y)$.

```lean
omit [DecidableEq ι] in
/-- The path sum splits according to the first point visited. -/
theorem pathSum_succ (P : Matrix ι ι ℝ) (V : ι → ℝ) (τ : ℝ) (n : ℕ) (x0 : ι) :
    pathSum P V τ (n + 1) x0
      = ∑ y, P x0 y * Real.exp (-τ * V y) * pathSum P V τ n y := by
  unfold pathSum
  refine (Equiv.sum_comp (Fin.consEquiv (fun _ : Fin (n + 1) => ι)) _).symm.trans ?_
  rw [Fintype.sum_prod_type]
  refine Finset.sum_congr rfl fun y _ => ?_
  rw [Finset.mul_sum]
  refine Finset.sum_congr rfl fun x _ => ?_
  rw [Fin.prod_univ_succ]
  rfl
```

**(d)** Show that $Z_n(x_0)=\big((PW_\tau)^n\mathbf 1\big)(x_0)$.

For $n=0$ there is one empty path, with product 1. If the formula holds for $n$ at every start, (c) and (b) give
$$Z_{n+1}(x_0)=\sum_y(PW_\tau)_{x_0y}\big((PW_\tau)^n\mathbf 1\big)(y)=\big((PW_\tau)^{n+1}\mathbf 1\big)(x_0).$$

```lean
/-- Discrete Feynman-Kac formula: the weighted path sum is `(P W)^n` applied to the
constant function one. -/
theorem feynman_kac (P : Matrix ι ι ℝ) (V : ι → ℝ) (τ : ℝ) (n : ℕ) (x0 : ι) :
    pathSum P V τ n x0 = ((P * weight τ V) ^ n *ᵥ (1 : ι → ℝ)) x0 := by
  induction n generalizing x0 with
  | zero => simp [pathSum]
  | succ n ih =>
    rw [pathSum_succ, pow_succ', ← Matrix.mulVec_mulVec]
    show _ = ∑ y, (P * weight τ V) x0 y * ((P * weight τ V) ^ n *ᵥ (1 : ι → ℝ)) y
    exact Finset.sum_congr rfl fun y _ => by rw [ih y, transfer_apply]
```

**(e)** Let `ι` be nonempty and $S$ symmetric with positive entries. Find $L>0$ and $w$ with all $w_i>0$ such that
$$Sw=Lw,\qquad x\cdot Sx\le L\,x\cdot x\ \text{ for all }x.$$

On the compact unit sphere $x\cdot Sx$ has a maximum $L$, at some $u$; rescaling gives the inequality. Put $w_i=|u_i|$. Then $w\cdot w=1$ and $L=u\cdot Su\le w\cdot Sw\le L$, so $w$ is also a maximiser.

Let $r=Lw-Sw$ and $b=L\,r\cdot r-r\cdot Sr\ge0$. The inequality at $w+tr$ reads (`key`)
$$0\le 2t\,r\cdot r+t^2b.$$
With $t=-s$ and $s=r\cdot r/(b+1)$ the right side is $-s^2(b+2)$, so $s=0$ and $r=0$ (`quad`). Since $w\ge0$ is nonzero, $Lw_i=\sum_jS_{ij}w_j>0$, hence $L>0$ and $w_i>0$.

```lean
/-- A symmetric matrix with positive entries has a positive eigenvector whose eigenvalue
is positive and bounds the Rayleigh quotient of every vector. -/
theorem exists_positive_maximizer [Nonempty ι] {S : Matrix ι ι ℝ} (hS : S.IsSymm)
    (hpos : ∀ i j, 0 < S i j) :
    ∃ (L : ℝ) (w : ι → ℝ), 0 < L ∧ (∀ i, 0 < w i) ∧ S *ᵥ w = L • w ∧
      ∀ x : ι → ℝ, x ⬝ᵥ S *ᵥ x ≤ L * (x ⬝ᵥ x) := by
  have hcont : Continuous fun x : ι → ℝ => x ⬝ᵥ S *ᵥ x := by
    simp only [dotProduct, Matrix.mulVec]
    fun_prop
  have hcomp : IsCompact {x : ι → ℝ | x ⬝ᵥ x = 1} := by
    refine IsCompact.of_isClosed_subset
      (isCompact_Icc (a := fun _ : ι => (-1 : ℝ)) (b := fun _ => 1))
      (isClosed_eq (by simp only [dotProduct]; fun_prop) continuous_const) ?_
    intro x hx
    have hx' : ∑ i, x i * x i = 1 := hx
    have hb : ∀ i, x i * x i ≤ 1 := fun i =>
      (Finset.single_le_sum (f := fun i => x i * x i)
        (fun j _ => mul_self_nonneg (x j)) (Finset.mem_univ i)).trans_eq hx'
    constructor
    · intro i
      show (-1 : ℝ) ≤ x i
      nlinarith [hb i]
    · intro i
      show x i ≤ (1 : ℝ)
      nlinarith [hb i]
  -- maximise the quadratic form on the unit sphere
  obtain ⟨u, hu, hmax⟩ := hcomp.exists_isMaxOn
    ⟨Pi.single (Classical.arbitrary ι) 1, by simp⟩ hcont.continuousOn
  have hu' : ∑ i, u i * u i = 1 := hu
  obtain ⟨L, hL⟩ : ∃ L, L = u ⬝ᵥ S *ᵥ u := ⟨_, rfl⟩
  have hq : ∀ x : ι → ℝ, x ⬝ᵥ S *ᵥ x ≤ L * (x ⬝ᵥ x) := by
    intro x
    by_cases hx : x = 0
    · simp [hx]
    have hs : 0 < x ⬝ᵥ x := lt_of_le_of_ne
      (Finset.sum_nonneg fun i _ => mul_self_nonneg (x i))
      (fun h => hx (dotProduct_self_eq_zero.mp h.symm))
    obtain ⟨c, hc⟩ : ∃ c : ℝ, c * c * (x ⬝ᵥ x) = 1 := ⟨(√(x ⬝ᵥ x))⁻¹, by
      rw [← mul_inv, Real.mul_self_sqrt hs.le, inv_mul_cancel₀ hs.ne']⟩
    have hmem : (c • x) ⬝ᵥ (c • x) = 1 := by
      simp only [smul_dotProduct, dotProduct_smul, smul_eq_mul]
      linear_combination hc
    have h1 : (c • x) ⬝ᵥ S *ᵥ (c • x) ≤ L := by
      rw [hL]
      exact isMaxOn_iff.mp hmax _ hmem
    simp only [Matrix.mulVec_smul, smul_dotProduct, dotProduct_smul, smul_eq_mul] at h1
    calc x ⬝ᵥ S *ᵥ x = (c * (c * (x ⬝ᵥ S *ᵥ x))) * (x ⬝ᵥ x) := by
          linear_combination (-(x ⬝ᵥ S *ᵥ x)) * hc
      _ ≤ L * (x ⬝ᵥ x) := mul_le_mul_of_nonneg_right h1 hs.le
  -- the absolute value of a maximiser is again a maximiser
  obtain ⟨w, hw⟩ : ∃ w : ι → ℝ, ∀ i, w i = |u i| := ⟨fun i => |u i|, fun _ => rfl⟩
  have hw0 : ∀ i, 0 ≤ w i := fun i => by rw [hw i]; exact abs_nonneg _
  have hww : w ⬝ᵥ w = 1 := by
    simp only [dotProduct, hw, abs_mul_abs_self]
    exact hu'
  have hLw : L ≤ w ⬝ᵥ S *ᵥ w := by
    rw [hL]
    simp only [dotProduct, Matrix.mulVec, Finset.mul_sum, hw]
    refine Finset.sum_le_sum fun i _ => Finset.sum_le_sum fun j _ => ?_
    calc u i * (S i j * u j) ≤ |u i * (S i j * u j)| := le_abs_self _
      _ = |u i| * (S i j * |u j|) := by rw [abs_mul, abs_mul, abs_of_pos (hpos i j)]
  have heq : w ⬝ᵥ S *ᵥ w = L := le_antisymm (by simpa [hww] using hq w) hLw
  -- first-order condition: the residual vanishes
  obtain ⟨r, hr⟩ : ∃ r, r = L • w - S *ᵥ w := ⟨_, rfl⟩
  have hrr : r ⬝ᵥ r = L * (r ⬝ᵥ w) - r ⬝ᵥ S *ᵥ w := by
    have h : r ⬝ᵥ r = r ⬝ᵥ (L • w - S *ᵥ w) := by rw [← hr]
    rw [h, dotProduct_sub, dotProduct_smul, smul_eq_mul]
  have hsym : w ⬝ᵥ S *ᵥ r = r ⬝ᵥ S *ᵥ w := by
    rw [Matrix.dotProduct_mulVec, ← Matrix.mulVec_transpose, hS.eq, dotProduct_comm]
  have key : ∀ t : ℝ, 0 ≤ 2 * t * (r ⬝ᵥ r) + t ^ 2 * (L * (r ⬝ᵥ r) - r ⬝ᵥ S *ᵥ r) := by
    intro t
    have h := hq (w + t • r)
    simp only [Matrix.mulVec_add, Matrix.mulVec_smul, dotProduct_add, add_dotProduct,
      smul_dotProduct, dotProduct_smul, smul_eq_mul] at h
    rw [heq, hww, hsym, dotProduct_comm w r] at h
    have e : 2 * t * (r ⬝ᵥ r) = 2 * t * (L * (r ⬝ᵥ w) - r ⬝ᵥ S *ᵥ w) :=
      congrArg (fun z => 2 * t * z) hrr
    nlinarith [h, e]
  have quad : ∀ a b : ℝ, 0 ≤ b → (∀ t : ℝ, 0 ≤ 2 * t * a + t ^ 2 * b) → a = 0 := by
    intro a b hb h
    have hb1 : b + 1 ≠ 0 := (by linarith : (0 : ℝ) < b + 1).ne'
    obtain ⟨s, hs⟩ : ∃ s, s * (b + 1) = a := ⟨a / (b + 1), div_mul_cancel₀ _ hb1⟩
    have h1 := h (-s)
    rw [← hs] at h1
    have h2 : s ^ 2 ≤ 0 := by nlinarith [mul_nonneg (sq_nonneg s) hb]
    have h3 : s = 0 := (pow_eq_zero_iff two_ne_zero).mp (le_antisymm h2 (sq_nonneg s))
    rw [← hs, h3, zero_mul]
  have hr0 : r = 0 :=
    dotProduct_self_eq_zero.mp (quad _ _ (sub_nonneg.mpr (hq r)) key)
  have heig : S *ᵥ w = L • w := (sub_eq_zero.mp (hr.symm.trans hr0)).symm
  -- positive entries make the eigenvector strictly positive
  obtain ⟨j, hj⟩ := Function.ne_iff.mp (show w ≠ 0 by intro h; simp [h] at hww)
  have hLwi : ∀ i, 0 < L * w i := by
    intro i
    have h : 0 < (S *ᵥ w) i := Finset.sum_pos'
      (fun k _ => mul_nonneg (hpos i k).le (hw0 k))
      ⟨j, Finset.mem_univ j, mul_pos (hpos i j) (lt_of_le_of_ne (hw0 j) (Ne.symm hj))⟩
    rw [heig] at h
    exact h
  have hLpos : 0 < L := by
    by_contra h
    nlinarith [hLwi j, mul_nonneg (neg_nonneg.mpr (not_lt.mp h)) (hw0 j)]
  exact ⟨L, w, hLpos, fun i => (mul_pos_iff_of_pos_left hLpos).mp (hLwi i), heig, hq⟩
```

**(f)** Let `ι` be nonempty. Show that $T$ has a greatest eigenvalue $L>0$, and find $\varphi>0$ with
$$\sum_yP(x,y)e^{-\tau V(y)}\varphi(y)=L\varphi(x).$$

$T_{ij}=e^{-\tau V_i/2}P_{ij}e^{-\tau V_j/2}$ is symmetric and positive, so (e) gives $L$ and $u>0$ with $Tu=Lu$. If $Tv=\mu v$ with $v\ne0$, then $\mu\,v\cdot v=v\cdot Tv\le L\,v\cdot v$, so $\mu\le L$. Take $\varphi=PW_{\tau/2}u>0$. By (a),
$$PW_\tau\varphi=PW_{\tau/2}\,(W_{\tau/2}PW_{\tau/2})\,u=PW_{\tau/2}Tu=L\varphi.$$

```lean
/-- For symmetric `P` with positive entries on a nonempty space, the symmetrised step has a greatest
eigenvalue; it is positive, and `P W` has a positive eigenvector with the same eigenvalue. -/
theorem exists_ground_mode [Nonempty ι] {P : Matrix ι ι ℝ} (hP : P.IsSymm)
    (hpos : ∀ i j, 0 < P i j) (V : ι → ℝ) (τ : ℝ) :
    ∃ (L : ℝ) (φ : ι → ℝ), IsGreatest (eigenvalueSet (symTransfer P V τ)) L ∧ 0 < L ∧
      (∀ i, 0 < φ i) ∧ ∀ x, ∑ y, P x y * Real.exp (-τ * V y) * φ y = L * φ x := by
  have happ : ∀ i j, symTransfer P V τ i j
      = Real.exp (-(τ / 2) * V i) * P i j * Real.exp (-(τ / 2) * V j) := fun i j => by
    rw [symTransfer, weight, Matrix.mul_diagonal, Matrix.diagonal_mul]
  have hS : (symTransfer P V τ).IsSymm := Matrix.IsSymm.ext fun i j => by
    rw [happ j i, happ i j, hP.apply i j]
    ring
  obtain ⟨L, u, hL, hu, heig, hq⟩ := exists_positive_maximizer hS fun i j => by
    rw [happ i j]
    exact mul_pos (mul_pos (Real.exp_pos _) (hpos i j)) (Real.exp_pos _)
  have hpw : ∀ i j, 0 < (P * weight (τ / 2) V) i j := fun i j => by
    rw [transfer_apply]
    exact mul_pos (hpos i j) (Real.exp_pos _)
  -- transport the eigenvector from the symmetrised step to `P W`
  have hmode : (P * weight τ V) *ᵥ ((P * weight (τ / 2) V) *ᵥ u)
      = L • ((P * weight (τ / 2) V) *ᵥ u) := by
    calc _ = (P * weight (τ / 2) V) *ᵥ (symTransfer P V τ *ᵥ u) := by
          rw [Matrix.mulVec_mulVec, Matrix.mulVec_mulVec, ← weight_half_sq τ V, symTransfer]
          simp only [Matrix.mul_assoc]
      _ = _ := by rw [heig, Matrix.mulVec_smul]
  refine ⟨L, (P * weight (τ / 2) V) *ᵥ u, ⟨⟨u, ?_, heig⟩, ?_⟩, hL, ?_, ?_⟩
  · intro h
    have h0 := hu (Classical.arbitrary ι)
    simp [h] at h0
  · rintro μ ⟨v, hv, hμ⟩
    have h := hq v
    rw [hμ, dotProduct_smul, smul_eq_mul] at h
    exact le_of_mul_le_mul_right h (lt_of_le_of_ne
      (Finset.sum_nonneg fun i _ => mul_self_nonneg (v i))
      (fun h0 => hv (dotProduct_self_eq_zero.mp h0.symm)))
  · exact fun i => Finset.sum_pos (fun j _ => mul_pos (hpw i j) (hu j))
      Finset.univ_nonempty
  · intro x
    have h := congrFun hmode x
    calc _ = ((P * weight τ V) *ᵥ ((P * weight (τ / 2) V) *ᵥ u)) x := by
          simp only [Matrix.mulVec, dotProduct, transfer_apply]
      _ = _ := h
```

**(g)** Let $\Lambda$ be the greatest eigenvalue of $T$. Show that
$$\lim_{n\to\infty}\frac{\log Z_n(x_0)}{n}=\log\Lambda.$$

By uniqueness $\Lambda=L$. Induction (`hb`) gives
$$\varphi_{\min}Z_n(x)\le L^n\varphi(x)\le\varphi_{\max}Z_n(x).$$
For $n=0$, $Z_0=1$. For the step, multiply the bounds at $y$ by $P(x,y)e^{-\tau V(y)}\ge0$, sum over $y$, and use (c) and (f). Thus, for $n>0$,
$$\log L+\frac1n\log\frac{\varphi(x_0)}{\varphi_{\max}}\le\frac{\log Z_n(x_0)}n\le\log L+\frac1n\log\frac{\varphi(x_0)}{\varphi_{\min}},$$
and both bounds tend to $\log L$.

For stochastic $P$, $Z_n(x_0)$ is the expected weight after $n$ steps of a walker started at $x_0$, as in diffusion Monte Carlo on a finite space without importance sampling or population control. The limit concerns this expectation, not the average over a finite sample of walkers. If $P=e^{-\tau K}$ with a fixed real symmetric kinetic matrix $K$, then $-\log\Lambda/\tau$ approximates the lowest eigenvalue of $K+V$ for small $\tau>0$, with $V$ read as a diagonal matrix; this approximation is not proved here.

```lean
/-- For symmetric `P` with positive entries, the logarithm of the path sum per step tends to the
logarithm of the greatest eigenvalue of `W^(1/2) P W^(1/2)`, for every starting point. -/
theorem log_pathSum_div_tendsto {P : Matrix ι ι ℝ} (hP : P.IsSymm)
    (hpos : ∀ i j, 0 < P i j) (V : ι → ℝ) (τ : ℝ) {Λ : ℝ}
    (hΛ : IsGreatest (eigenvalueSet (symTransfer P V τ)) Λ) (x0 : ι) :
    Tendsto (fun n : ℕ => Real.log (pathSum P V τ n x0) / n) atTop (𝓝 (Real.log Λ)) := by
  have : Nonempty ι := ⟨x0⟩
  obtain ⟨L, φ, hL, hLpos, hφ, hmode⟩ := exists_ground_mode hP hpos V τ
  rw [hΛ.unique hL]
  obtain ⟨m, hm⟩ := Finite.exists_max φ
  obtain ⟨l, hl⟩ := Finite.exists_min φ
  -- compare the constant function with the positive eigenvector
  have hb : ∀ (n : ℕ) (x : ι), L ^ n * φ x ≤ φ m * pathSum P V τ n x ∧
      φ l * pathSum P V τ n x ≤ L ^ n * φ x := by
    intro n
    induction n with
    | zero =>
      intro x
      have h0 : pathSum P V τ 0 x = 1 := by simp [pathSum]
      rw [h0, pow_zero, one_mul, mul_one, mul_one]
      exact ⟨hm x, hl x⟩
    | succ n ih =>
      intro x
      have e : L ^ (n + 1) * φ x
          = ∑ y, P x y * Real.exp (-τ * V y) * (L ^ n * φ y) := by
        rw [pow_succ, mul_assoc, ← hmode, Finset.mul_sum]
        exact Finset.sum_congr rfl fun y _ => by ring
      have hk : ∀ y, 0 ≤ P x y * Real.exp (-τ * V y) := fun y =>
        (mul_pos (hpos x y) (Real.exp_pos _)).le
      rw [e, pathSum_succ, Finset.mul_sum, Finset.mul_sum]
      constructor
      · refine Finset.sum_le_sum fun y _ => ?_
        have h := mul_le_mul_of_nonneg_left (ih y).1 (hk y)
        linarith
      · refine Finset.sum_le_sum fun y _ => ?_
        have h := mul_le_mul_of_nonneg_left (ih y).2 (hk y)
        linarith
  have hlog : ∀ (n : ℕ) (i : ι), Real.log (L ^ n * (φ x0 / φ i))
      = n * Real.log L + Real.log (φ x0 / φ i) := fun n i => by
    rw [Real.log_mul (pow_pos hLpos n).ne' (div_pos (hφ x0) (hφ i)).ne', Real.log_pow]
  have hlow : ∀ n : ℕ, L ^ n * (φ x0 / φ m) ≤ pathSum P V τ n x0 := fun n => by
    rw [← mul_div_assoc, div_le_iff₀ (hφ m)]
    linarith [(hb n x0).1]
  have hupp : ∀ n : ℕ, pathSum P V τ n x0 ≤ L ^ n * (φ x0 / φ l) := fun n => by
    rw [← mul_div_assoc, le_div_iff₀ (hφ l)]
    linarith [(hb n x0).2]
  have hp : ∀ n : ℕ, 0 < L ^ n * (φ x0 / φ m) := fun n =>
    mul_pos (pow_pos hLpos n) (div_pos (hφ x0) (hφ m))
  have hlim : ∀ a : ℝ, Tendsto (fun n : ℕ => Real.log L + a / n) atTop
      (𝓝 (Real.log L)) := fun a => by
    simpa using (tendsto_const_div_atTop_nhds_zero_nat a).const_add (Real.log L)
  -- the constants disappear after division by the number of steps
  refine tendsto_of_tendsto_of_tendsto_of_le_of_le' (hlim (Real.log (φ x0 / φ m)))
    (hlim (Real.log (φ x0 / φ l))) ?_ ?_
  · filter_upwards [eventually_gt_atTop 0] with n hn
    have hn' : (0 : ℝ) < n := Nat.cast_pos.mpr hn
    have h := Real.log_le_log (hp n) (hlow n)
    rw [hlog] at h
    rw [le_div_iff₀ hn', add_mul, div_mul_cancel₀ _ hn'.ne']
    linarith
  · filter_upwards [eventually_gt_atTop 0] with n hn
    have hn' : (0 : ℝ) < n := Nat.cast_pos.mpr hn
    have h := Real.log_le_log ((hp n).trans_le (hlow n)) (hupp n)
    rw [hlog] at h
    rw [div_le_iff₀ hn', add_mul, div_mul_cancel₀ _ hn'.ne']
    linarith
```

**(h)** Let the rows of $P$ sum to one, $\tau\ge0$ and $a\le V_i\le b$. Show that $e^{-\tau b}\le\Lambda\le e^{-\tau a}$.

By symmetry the columns also sum to one. Summing (f) over $x$ gives
$$\Lambda\sum_x\varphi(x)=\sum_ye^{-\tau V(y)}\varphi(y).$$
Bound the exponential and divide by $\sum_x\varphi(x)>0$.

```lean
/-- For symmetric stochastic `P` with positive entries, `τ ≥ 0` and a potential between `a` and `b`,
the greatest eigenvalue of `W^(1/2) P W^(1/2)` lies between the Boltzmann factors of `b` and `a`. -/
theorem top_eigenvalue_bounds [Nonempty ι] {P : Matrix ι ι ℝ} (hP : P.IsSymm)
    (hpos : ∀ i j, 0 < P i j) (hrow : ∀ i, ∑ j, P i j = 1) {V : ι → ℝ} {τ a b Λ : ℝ}
    (hτ : 0 ≤ τ) (hV : ∀ i, a ≤ V i ∧ V i ≤ b)
    (hΛ : IsGreatest (eigenvalueSet (symTransfer P V τ)) Λ) :
    Real.exp (-τ * b) ≤ Λ ∧ Λ ≤ Real.exp (-τ * a) := by
  obtain ⟨L, φ, hL, -, hφ, hmode⟩ := exists_ground_mode hP hpos V τ
  rw [hΛ.unique hL]
  have hs : 0 < ∑ x, φ x := Finset.sum_pos (fun x _ => hφ x) Finset.univ_nonempty
  -- summing the eigenvalue equation removes the hopping matrix
  have key : L * ∑ x, φ x = ∑ y, Real.exp (-τ * V y) * φ y := by
    calc L * ∑ x, φ x = ∑ x, ∑ y, P x y * Real.exp (-τ * V y) * φ y := by
          rw [Finset.mul_sum]
          exact Finset.sum_congr rfl fun x _ => (hmode x).symm
      _ = ∑ y, (∑ x, P y x) * (Real.exp (-τ * V y) * φ y) := by
          rw [Finset.sum_comm]
          refine Finset.sum_congr rfl fun y _ => ?_
          rw [Finset.sum_mul]
          exact Finset.sum_congr rfl fun x _ => by rw [hP.apply x y]; ring
      _ = _ := by simp only [hrow, one_mul]
  constructor
  · refine le_of_mul_le_mul_right ?_ hs
    rw [key, Finset.mul_sum]
    refine Finset.sum_le_sum fun y _ => mul_le_mul_of_nonneg_right ?_ (hφ y).le
    exact Real.exp_le_exp.mpr (by nlinarith [mul_le_mul_of_nonneg_left (hV y).2 hτ])
  · refine le_of_mul_le_mul_right ?_ hs
    rw [key, Finset.mul_sum]
    refine Finset.sum_le_sum fun y _ => mul_le_mul_of_nonneg_right ?_ (hφ y).le
    exact Real.exp_le_exp.mpr (by nlinarith [mul_le_mul_of_nonneg_left (hV y).1 hτ])
```

**(i)** For $N\ge1$ configurations and $P_{ij}=1/N$, show that $\Lambda=\frac1N\sum_ie^{-\tau V_i}$.

The left side of (f) does not depend on $x$, so $\varphi$ is constant and cancels.

```lean
/-- If every element of `P`, diagonal included, is one over the number of points, the greatest
eigenvalue of `W^(1/2) P W^(1/2)` is the mean Boltzmann factor. -/
theorem uniform_hopping [Nonempty ι] (V : ι → ℝ) (τ : ℝ) :
    IsGreatest
      (eigenvalueSet (symTransfer (Matrix.of fun _ _ => 1 / (Fintype.card ι : ℝ)) V τ))
      ((∑ i, Real.exp (-τ * V i)) / Fintype.card ι) := by
  obtain ⟨L, φ, hL, hLpos, hφ, h⟩ := exists_ground_mode
    (P := Matrix.of fun _ _ : ι => 1 / (Fintype.card ι : ℝ))
    (Matrix.IsSymm.ext fun _ _ => rfl)
    (fun _ _ => one_div_pos.mpr (Nat.cast_pos.mpr Fintype.card_pos)) V τ
  simp only [Matrix.of_apply] at h
  -- the eigenvector of `P W` is constant
  have hconst : ∀ y x, φ y = φ x := fun y x =>
    mul_left_cancel₀ hLpos.ne' ((h y).symm.trans (h x))
  have hmean : L = (∑ i, Real.exp (-τ * V i)) / Fintype.card ι := by
    let x0 : ι := Classical.arbitrary ι
    apply mul_right_cancel₀ (hφ x0).ne'
    rw [← h x0, Finset.sum_div, Finset.sum_mul]
    exact Finset.sum_congr rfl fun y _ => by rw [hconst y x0]; ring
  rw [← hmean]
  exact hL

end

end DiscreteFeynmanKac
```

```lean
#print axioms DiscreteFeynmanKac.feynman_kac
-- 'DiscreteFeynmanKac.feynman_kac' depends on axioms: [propext, Classical.choice, Quot.sound]
#print axioms DiscreteFeynmanKac.log_pathSum_div_tendsto
-- 'DiscreteFeynmanKac.log_pathSum_div_tendsto' depends on axioms: [propext, Classical.choice, Quot.sound]
#print axioms DiscreteFeynmanKac.top_eigenvalue_bounds
-- 'DiscreteFeynmanKac.top_eigenvalue_bounds' depends on axioms: [propext, Classical.choice, Quot.sound]
#print axioms DiscreteFeynmanKac.uniform_hopping
-- 'DiscreteFeynmanKac.uniform_hopping' depends on axioms: [propext, Classical.choice, Quot.sound]
```
